# Folding a uniform nearest-neighbour hopping chain into N-site cells makes ⌊(N−1)/2⌋ band crossings at q = 0 and ⌊N/2⌋ at q = π

A uniform chain with one orbital per site and nearest-neighbour hopping has a single cosine band. Describe the same chain with a supercell of $N\ge3$ sites, and the band plot shows $N$ bands, some of which touch at the centre and at the edge of the smaller Brillouin zone. Nothing about the chain has changed, so how many of these touchings does the folding produce, and do the bands cross there or only meet?

Let the on-site energy be zero and the hopping amplitude $-t$, with $t$ real and $t\neq0$, and let $q$ be the phase that a state gains under translation by one supercell. The folded momenta and energies are

$$\kappa_j=\frac{q+2\pi j}{N},\qquad E_j(q)=-2t\cos\kappa_j,\qquad j=0,\dots,N-1.$$

The coincident pairs $j<l$ are

- at $q=0$: $l=N-j$ with $1\le j\le\lfloor(N-1)/2\rfloor$;
- at $q=\pi$: $l=N-1-j$ with $0\le j<\lfloor N/2\rfloor$.

At each of them the two slopes are nonzero and opposite, so the bands cross. No third band joins them.

## Sorted eigenvalues at a folded crossing

For this chain, a tight-binding code can diagonalise an $N\times N$ Bloch matrix at each $q$ and list the eigenvalues in ascending order. A step that follows a band by its position in that list, such as drawing lines or taking numerical derivatives, can then go wrong at a crossing.

Take $N=4$ and $t=1$. The matrix has $-1$ between neighbouring sites and $-e^{\pm iq}$ in the two corners. At $q=0$ the eigenvalues are $-2,0,0,2$, with the pair $(1,3)$ at zero energy. At $q=\pi$ they are $-\sqrt2,-\sqrt2,\sqrt2,\sqrt2$, with the pairs $(0,3)$ and $(1,2)$.

The slopes of bands 0 and 3 at $q=\pi$ are $\sqrt2/4$ and $-\sqrt2/4$. The lowest sorted eigenvalue follows band 0 before $q=\pi$ and band 3 after it, so it has a kink, and a central difference taken there gives zero, which is the slope of neither band. Diagonalising $\partial H/\partial q$ within the degenerate two-dimensional eigenspace gives both slopes. The eigenvectors returned at the crossing may be any orthonormal basis of that eigenspace, so each can mix two primitive-cell momenta.

The two plane waves that meet at a crossing have opposite primitive-cell momenta, up to a multiple of $2\pi$, and their energies are equal whichever cell is used. The choice of supercell only places them at the same $q$, where the plot shows them as a crossing.

## From equal cosines to a divisibility rule

**Energies and phases.** On site $n$ put the plane wave $\psi_n=e^{i\kappa_j n}$. Then

$$-t(\psi_{n+1}+\psi_{n-1})=-t(e^{i\kappa_j}+e^{-i\kappa_j})\psi_n=-2t\cos\kappa_j\,\psi_n .$$

Since $\kappa_jN=q+2\pi j$, translation by a supercell gives $\psi_{n+N}=e^{i(q+2\pi j)}\psi_n=e^{iq}\psi_n$.

**Coincidences.** Let $q=m\pi$ with $m$ an integer, and let $0\le j<l<N$. Because $t\ne0$, $E_j=E_l$ means $\cos\kappa_j=\cos\kappa_l$, so for some integer $k$ either $\kappa_l=2\pi k+\kappa_j$ or $\kappa_l=2\pi k-\kappa_j$.

In the first case, multiplying by $N$ gives $l-j=kN$, which is impossible because $0<l-j<N$. In the second case, $N(\kappa_j+\kappa_l)=2\pi(j+l+m)=2\pi kN$. Conversely, this relation makes the cosines equal. Hence

$$E_j(m\pi)=E_l(m\pi)\iff N\mid j+l+m .$$

**Slopes.** Differentiation gives $E_j'(q)=(2t/N)\sin\kappa_j$. At a coincidence $\kappa_l=2\pi k-\kappa_j$, so $\sin\kappa_l=-\sin\kappa_j$ and the slopes are opposite.

If they vanished, then $\kappa_j=n\pi$ for some integer $n$ (no longer a site index), so $m+2j=nN$. Subtracting this from $j+l+m=kN$ gives $l-j=(k-n)N$, which is again impossible. The difference $E_j-E_l$ thus has a nonzero derivative at its zero and changes sign there.

**No triples.** If $j<l<r<N$ all had the same energy, then $j+l+m=aN$ and $l+r+m=bN$ for integers $a,b$. Subtraction gives $r-j=(b-a)N$, impossible for the same reason.

**Counting.** For $m=0$ we have $0<j+l<2N$, so $j+l=N$. The condition $l<N$ requires $j\ge1$, and $j<l$ requires $2j<N$, that is $j\le\lfloor(N-1)/2\rfloor$.

For $m=1$ we have $0<j+l+1<2N$, so $j+l=N-1$. Now $j<l$ requires $2j<N-1$, that is $j<\lfloor N/2\rfloor$. Counting the allowed $j$ gives the two numbers in the title.

## The Lean file

```lean
import Mathlib

open scoped Real

namespace FoldedChainCrossings

noncomputable section

/-- The primitive-cell momentum `(q + 2πj)/N` that folds onto the supercell phase `q`
in band `j`, for a supercell of `N ≥ 1` sites. -/
def foldedMomentum (N : ℕ) (q : ℝ) (j : ℕ) : ℝ := (q + 2 * π * j) / N

/-- The energy of the `j`-th folded band of a chain with hopping `-t`, for `N ≥ 1`. -/
def foldedBand (t : ℝ) (N : ℕ) (q : ℝ) (j : ℕ) : ℝ :=
  -2 * t * Real.cos (foldedMomentum N q j)

/-- The slope formula `(2t/N) sin((q + 2πj)/N)` of the `j`-th folded band, for `N ≥ 1`. -/
def foldedSlope (t : ℝ) (N : ℕ) (q : ℝ) (j : ℕ) : ℝ :=
  2 * t / N * Real.sin (foldedMomentum N q j)

/-- The plane wave of momentum `k` on the sites of the infinite chain. -/
def planeWave (k : ℝ) (n : ℤ) : ℂ := Complex.exp (k * n * Complex.I)

/-- The pairs of band labels `j < l` below `N` whose energies coincide at `q`. -/
def crossings (t : ℝ) (N : ℕ) (q : ℝ) : Finset (ℕ × ℕ) :=
  (Finset.range N ×ˢ Finset.range N).filter fun p =>
    p.1 < p.2 ∧ foldedBand t N q p.1 = foldedBand t N q p.2

/-- The plane wave at a folded momentum solves the hopping equation of the chain with the
folded band energy, and gains the phase `exp(iq)` under translation by a supercell of
`N ≠ 0` sites. -/
theorem planeWave_folded (t q : ℝ) {N : ℕ} (hN : N ≠ 0) (j : ℕ) :
    (∀ n : ℤ, -(t : ℂ) * (planeWave (foldedMomentum N q j) (n + 1)
        + planeWave (foldedMomentum N q j) (n - 1))
      = (foldedBand t N q j : ℂ) * planeWave (foldedMomentum N q j) n) ∧
    (∀ n : ℤ, planeWave (foldedMomentum N q j) (n + N)
      = Complex.exp (q * Complex.I) * planeWave (foldedMomentum N q j) n) := by
  have hN' : (N : ℝ) ≠ 0 := by exact_mod_cast hN
  have hk : foldedMomentum N q j * N = q + 2 * π * j := div_mul_cancel₀ _ hN'
  have hkC : (foldedMomentum N q j : ℂ) * N = q + 2 * π * j := by exact_mod_cast hk
  unfold foldedBand
  generalize foldedMomentum N q j = k at hkC ⊢
  constructor
  · intro n
    -- a hop to either neighbour multiplies the wave by a phase
    have h1 : planeWave k (n + 1) = planeWave k n * Complex.exp (k * Complex.I) := by
      unfold planeWave
      rw [← Complex.exp_add]
      congr 1
      push_cast
      ring
    have h2 : planeWave k (n - 1) = planeWave k n * Complex.exp (-k * Complex.I) := by
      unfold planeWave
      rw [← Complex.exp_add]
      congr 1
      push_cast
      ring
    rw [h1, h2, Complex.exp_mul_I, Complex.exp_mul_I, Complex.cos_neg, Complex.sin_neg]
    push_cast
    ring
  · intro n
    have h : (k : ℂ) * ((n + N : ℤ) : ℂ) * Complex.I
        = q * Complex.I + k * n * Complex.I + j * (2 * π * Complex.I) := by
      push_cast
      linear_combination Complex.I * hkC
    unfold planeWave
    rw [h, Complex.exp_add, Complex.exp_add, Complex.exp_nat_mul_two_pi_mul_I, mul_one]

/-- Two different band labels below `N` never differ by a multiple of `N`. -/
theorem not_dvd_label_sub {N j l : ℕ} (hjl : j < l) (hl : l < N) :
    ¬ (N : ℤ) ∣ (l : ℤ) - j := by
  intro h
  have := Int.le_of_dvd (by omega) h
  omega

/-- A multiple of `N` strictly between `0` and `2N` is `N` itself. -/
theorem eq_of_dvd_of_lt_two_mul {N s : ℤ} (h : N ∣ s) (h0 : 0 < s) (h2 : s < 2 * N) :
    s = N := by
  obtain ⟨k, rfl⟩ := h
  have hk0 : 0 < k := by
    by_contra hk
    nlinarith
  have hk2 : k < 2 := by
    by_contra hk
    nlinarith
  have hk : k = 1 := by omega
  rw [hk, mul_one]

/-- For nonzero hopping, two bands `j < l < N` coincide at `q = mπ`, with `m` an integer,
exactly when `N` divides `j + l + m`. -/
theorem foldedBand_eq_iff {t : ℝ} (ht : t ≠ 0) {N j l : ℕ} (m : ℤ)
    (hjl : j < l) (hl : l < N) :
    foldedBand t N (m * π) j = foldedBand t N (m * π) l ↔ (N : ℤ) ∣ (j : ℤ) + l + m := by
  have hN : (N : ℝ) ≠ 0 := by
    have : N ≠ 0 := by omega
    exact_mod_cast this
  have hκ : ∀ i : ℕ, foldedMomentum N (m * π) i * N = m * π + 2 * π * i :=
    fun i => div_mul_cancel₀ _ hN
  have hE : foldedBand t N (m * π) j = foldedBand t N (m * π) l ↔
      Real.cos (foldedMomentum N (m * π) j) = Real.cos (foldedMomentum N (m * π) l) := by
    unfold foldedBand
    exact ⟨fun h => mul_left_cancel₀ (mul_ne_zero (by norm_num) ht) h, fun h => by rw [h]⟩
  rw [hE, Real.cos_eq_cos_iff]
  constructor
  · rintro ⟨k, h | h⟩
    · -- equal momenta modulo 2π are excluded for different labels
      have h1 : π * ((l : ℝ) - j) = π * (N * k) := by
        linear_combination (N / 2 : ℝ) * h - hκ l / 2 + hκ j / 2
      have h2 := mul_left_cancel₀ Real.pi_ne_zero h1
      exact absurd ⟨k, by exact_mod_cast h2⟩ (not_dvd_label_sub hjl hl)
    · -- opposite momenta modulo 2π give the crossing
      have h1 : π * ((j : ℝ) + l + m) = π * (N * k) := by
        linear_combination (N / 2 : ℝ) * h - hκ l / 2 - hκ j / 2
      have h2 := mul_left_cancel₀ Real.pi_ne_zero h1
      exact ⟨k, by exact_mod_cast h2⟩
  · rintro ⟨k, hk⟩
    have hk' : (j : ℝ) + l + m = N * k := by exact_mod_cast hk
    refine ⟨k, Or.inr (mul_right_cancel₀ hN ?_)⟩
    linear_combination hκ l + hκ j + 2 * π * hk'

/-- The derivative of a folded band with respect to `q` is given by the slope formula. -/
theorem hasDerivAt_foldedBand (t : ℝ) (N : ℕ) (q : ℝ) (j : ℕ) :
    HasDerivAt (fun x => foldedBand t N x j) (foldedSlope t N q j) q := by
  have h : HasDerivAt (fun x => foldedMomentum N x j) (1 / (N : ℝ)) q := by
    unfold foldedMomentum
    exact ((hasDerivAt_id' q).add_const _).div_const _
  unfold foldedBand foldedSlope
  exact (h.cos.const_mul (-2 * t)).congr_deriv (by ring)

/-- For nonzero hopping, two bands `j < l < N` that coincide at `q = mπ`, with `m` an integer,
have nonzero and opposite slopes there. -/
theorem opposite_slopes {t : ℝ} (ht : t ≠ 0) {N j l : ℕ} (m : ℤ)
    (hjl : j < l) (hl : l < N)
    (h : foldedBand t N (m * π) j = foldedBand t N (m * π) l) :
    foldedSlope t N (m * π) j ≠ 0 ∧
      foldedSlope t N (m * π) l = -foldedSlope t N (m * π) j := by
  have hN : (N : ℝ) ≠ 0 := by
    have : N ≠ 0 := by omega
    exact_mod_cast this
  have hκ : ∀ i : ℕ, foldedMomentum N (m * π) i * N = m * π + 2 * π * i :=
    fun i => div_mul_cancel₀ _ hN
  obtain ⟨k, hk⟩ := (foldedBand_eq_iff ht m hjl hl).1 h
  have hk' : (j : ℝ) + l + m = N * k := by exact_mod_cast hk
  constructor
  · refine mul_ne_zero (div_ne_zero (mul_ne_zero two_ne_zero ht) hN) fun h0 => ?_
    -- a vanishing slope here would force both labels to agree modulo N
    obtain ⟨n, hn⟩ := Real.sin_eq_zero_iff.1 h0
    have h1 : π * ((n : ℝ) * N) = π * (m + 2 * j) := by
      linear_combination (N : ℝ) * hn + hκ j
    have h2 := mul_left_cancel₀ Real.pi_ne_zero h1
    have h3 : n * (N : ℤ) = m + 2 * j := by exact_mod_cast h2
    exact not_dvd_label_sub hjl hl ⟨k - n, by linear_combination hk + h3⟩
  · have hs : foldedMomentum N (m * π) l = k * (2 * π) - foldedMomentum N (m * π) j := by
      apply mul_right_cancel₀ hN
      linear_combination hκ l + hκ j + 2 * π * hk'
    unfold foldedSlope
    rw [hs, Real.sin_int_mul_two_pi_sub]
    ring

/-- For nonzero hopping, three bands `j < l < r < N` never share one energy at `q = mπ`, with `m` an
integer. -/
theorem no_triple_crossing {t : ℝ} (ht : t ≠ 0) {N j l r : ℕ} (m : ℤ)
    (hjl : j < l) (hlr : l < r) (hr : r < N) :
    ¬ (foldedBand t N (m * π) j = foldedBand t N (m * π) l ∧
      foldedBand t N (m * π) l = foldedBand t N (m * π) r) := by
  rintro ⟨h1, h2⟩
  obtain ⟨a, ha⟩ := (foldedBand_eq_iff ht m hjl (hlr.trans hr)).1 h1
  obtain ⟨b, hb⟩ := (foldedBand_eq_iff ht m hlr hr).1 h2
  exact not_dvd_label_sub (hjl.trans hlr) hr ⟨b - a, by linear_combination hb - ha⟩

/-- For nonzero hopping, the coincident pairs at `q = 0` are `(j, N - j)` with
`1 ≤ j ≤ ⌊(N-1)/2⌋`. -/
theorem crossings_zero {t : ℝ} (ht : t ≠ 0) (N : ℕ) :
    crossings t N 0 = (Finset.Icc 1 ((N - 1) / 2)).image fun j => (j, N - j) := by
  ext ⟨j, l⟩
  simp only [crossings, Finset.mem_filter, Finset.mem_product, Finset.mem_range,
    Finset.mem_image, Finset.mem_Icc, Prod.mk.injEq]
  constructor
  · rintro ⟨⟨_, hl⟩, hjl, h⟩
    have hd := (foldedBand_eq_iff ht 0 hjl hl).1 (by simpa using h)
    have hs := eq_of_dvd_of_lt_two_mul hd (by omega) (by omega)
    exact ⟨j, ⟨by omega, by omega⟩, rfl, by omega⟩
  · rintro ⟨a, ⟨h1, h2⟩, rfl, rfl⟩
    have hjl : a < N - a := by omega
    have hl : N - a < N := by omega
    have h := (foldedBand_eq_iff ht 0 hjl hl).2 ⟨1, by omega⟩
    exact ⟨⟨by omega, hl⟩, hjl, by simpa using h⟩

/-- For nonzero hopping, the coincident pairs at `q = π` are `(j, N - 1 - j)` with
`0 ≤ j < ⌊N/2⌋`. -/
theorem crossings_pi {t : ℝ} (ht : t ≠ 0) (N : ℕ) :
    crossings t N π = (Finset.range (N / 2)).image fun j => (j, N - 1 - j) := by
  ext ⟨j, l⟩
  simp only [crossings, Finset.mem_filter, Finset.mem_product, Finset.mem_range,
    Finset.mem_image, Prod.mk.injEq]
  constructor
  · rintro ⟨⟨_, hl⟩, hjl, h⟩
    have hd := (foldedBand_eq_iff ht 1 hjl hl).1 (by simpa using h)
    have hs := eq_of_dvd_of_lt_two_mul hd (by omega) (by omega)
    exact ⟨j, by omega, rfl, by omega⟩
  · rintro ⟨a, h1, rfl, rfl⟩
    have hjl : a < N - 1 - a := by omega
    have hl : N - 1 - a < N := by omega
    have h := (foldedBand_eq_iff ht 1 hjl hl).2 ⟨1, by omega⟩
    exact ⟨⟨by omega, hl⟩, hjl, by simpa using h⟩

/-- For nonzero hopping, folding the chain into an `N`-site supercell produces exactly
`⌊(N-1)/2⌋` coincident pairs of bands at `q = 0` and `⌊N/2⌋` at `q = π`. -/
theorem card_crossings {t : ℝ} (ht : t ≠ 0) (N : ℕ) :
    (crossings t N 0).card = (N - 1) / 2 ∧ (crossings t N π).card = N / 2 := by
  constructor
  · rw [crossings_zero ht, Finset.card_image_of_injective _
      (fun _ _ h => congrArg Prod.fst h), Nat.card_Icc]
    omega
  · rw [crossings_pi ht, Finset.card_image_of_injective _
      (fun _ _ h => congrArg Prod.fst h), Finset.card_range]

end

end FoldedChainCrossings
```

```lean
#print axioms FoldedChainCrossings.hasDerivAt_foldedBand
#print axioms FoldedChainCrossings.opposite_slopes
#print axioms FoldedChainCrossings.no_triple_crossing
#print axioms FoldedChainCrossings.card_crossings
```

```
'FoldedChainCrossings.hasDerivAt_foldedBand' depends on axioms: [propext, Classical.choice, Quot.sound]
'FoldedChainCrossings.opposite_slopes' depends on axioms: [propext, Classical.choice, Quot.sound]
'FoldedChainCrossings.no_triple_crossing' depends on axioms: [propext, Classical.choice, Quot.sound]
'FoldedChainCrossings.card_crossings' depends on axioms: [propext, Classical.choice, Quot.sound]
```

## How the definitions and lemmas correspond to the chain

`foldedMomentum`, `foldedBand` and `foldedSlope` are $\kappa_j$, $E_j$ and the slope formula. The site spacing is one, and $q$ is a dimensionless real phase, so the slope is taken per unit of supercell phase. `planeWave` has modulus one on every site; normalised over a supercell it carries a factor $1/\sqrt N$, which leaves the energy unchanged. `crossings` is the finite set of label pairs with $j<l<N$ and equal energy, so each pair is counted once.

`planeWave_folded` states the hopping equation and the supercell phase for every site of the infinite chain. Its proof writes each neighbour as the wave times $e^{\pm i\kappa_j}$ and expands the exponentials into cosine and sine.

`foldedBand_eq_iff` is the divisibility rule. `Real.cos_eq_cos_iff` supplies the two cases, `linear_combination` clears the denominator $N$ by means of `hκ`, and `exact_mod_cast` turns the resulting real equation into one between integers. `not_dvd_label_sub` rules out the first case, and it also supplies the contradictions in `opposite_slopes` and `no_triple_crossing`.

`hasDerivAt_foldedBand` shows that `foldedSlope` is the derivative of the band. Together with `opposite_slopes` it gives the slopes at every coincidence with $q=m\pi$.

In `crossings_zero` and `crossings_pi`, `eq_of_dvd_of_lt_two_mul` performs the step from "a multiple of $N$ between $0$ and $2N$" to "equal to $N$", and `omega` settles the ranges of the labels. `card_crossings` then counts the listed pairs, which are distinct because their first labels are. Division of natural numbers in Lean rounds down, so `(N - 1) / 2` and `N / 2` are the floors.

## Where the count applies

The count holds for either sign of $t$ and for every supercell size. For $N=1$ there are no pairs, and for $N=2$ there is one, at $q=\pi$. The hypothesis `t ≠ 0` says that electrons can hop at all. With $t=0$ every band is flat at zero energy, and the count at $q=0$ already fails for $N=2$.

The theorems concern the explicit energies $E_j$, and the Bloch matrix that a code diagonalises does not appear in the file. Two standard facts complete the picture without being proved here: the $N$ plane waves span all states with supercell phase $e^{iq}$, and no two folded bands coincide when $q$ is not a multiple of $\pi$.

The model has one orbital per site, equal hoppings between nearest neighbours only, and no interaction. Longer-range hopping can add coincidences between other pairs of momenta, and a distortion or potential with the period of the supercell can open gaps at the crossings. In either case the numbers above can change.
